# Two Cartesian Gaussians with $\alpha+\beta\neq 0$ multiply to a finite linear combination of Cartesian Gaussians about one centre

An unnormalised Cartesian Gaussian with real exponent $\alpha$, centre $A$ and natural-number powers $l_d$ is $\prod_d (r_d-A_d)^{l_d}\,\exp\!\big(-\alpha\sum_d (r_d-A_d)^2\big)$, where $d$ runs over a finite set of coordinates. A second one, with exponent $\beta$, centre $B$ and powers $m_d$, defines together with the first the weighted centre $P_d=(\alpha A_d+\beta B_d)/(\alpha+\beta)$, provided that $\alpha+\beta\neq0$.

In Lean 4 with Mathlib:

```lean
import Mathlib

open Polynomial MeasureTheory

namespace GaussianProduct

noncomputable section

/-- The coefficient `f_k`: the sum of `C(i,s) C(j,t) a^(i-s) b^(j-t)` over
`s ≤ i`, `t ≤ j` with `s + t = k`. -/
def prodCoeff {R : Type*} [CommRing R] (i j : ℕ) (a b : R) (k : ℕ) : R :=
  ∑ s ∈ Finset.range (i + 1), ∑ t ∈ Finset.range (j + 1),
    if s + t = k then (i.choose s : R) * (j.choose t : R) * a ^ (i - s) * b ^ (j - t) else 0

/-- The centre of the product of two Gaussians with exponents `α`, `β` and centres `a`, `b`,
in one coordinate; the domain is `α + β ≠ 0`. -/
def center (α β a b : ℝ) : ℝ := (α * a + β * b) / (α + β)

/-- The unnormalised Cartesian Gaussian with exponent `α`, centre `A` and powers `l`,
in a space whose coordinates are labelled by `ι`. -/
def cartGaussian {ι : Type*} [Fintype ι] (α : ℝ) (A : ι → ℝ) (l : ι → ℕ) (r : ι → ℝ) : ℝ :=
  (∏ d, (r d - A d) ^ l d) * Real.exp (-α * ∑ d, (r d - A d) ^ 2)

/-- The product of two shifted powers of `y`, collected in powers of `y`. -/
theorem add_pow_mul_add_pow {R : Type*} [CommRing R] (i j : ℕ) (y a b : R) :
    (y + a) ^ i * (y + b) ^ j =
      ∑ k ∈ Finset.range (i + j + 1), prodCoeff i j a b k * y ^ k := by
  rw [add_pow, add_pow, Finset.sum_mul_sum]
  simp only [prodCoeff, Finset.sum_mul]
  symm
  -- carry out the sum over the total power `k` first
  refine Finset.sum_comm.trans (Finset.sum_congr rfl fun s hs =>
    Finset.sum_comm.trans (Finset.sum_congr rfl fun t ht => ?_))
  rw [Finset.mem_range] at hs ht
  rw [Finset.sum_eq_single (s + t)]
  · rw [if_pos rfl, pow_add]
    ring
  · intro k _ hk
    rw [if_neg (Ne.symm hk), zero_mul]
  · intro h
    exact absurd (Finset.mem_range.2 (by omega)) h

/-- The polynomial prefactors of two Gaussians centred at `A` and `B`, re-expanded about
an arbitrary point `P`. -/
theorem prefactor_expansion {R : Type*} [CommRing R] (i j : ℕ) (x A B P : R) :
    (x - A) ^ i * (x - B) ^ j =
      ∑ k ∈ Finset.range (i + j + 1), prodCoeff i j (P - A) (P - B) k * (x - P) ^ k := by
  rw [← add_pow_mul_add_pow, sub_add_sub_cancel, sub_add_sub_cancel]

/-- `f_k` is the coefficient of `X^k` in the polynomial `(X + a)^i (X + b)^j`. -/
theorem coeff_eq_prodCoeff {R : Type*} [CommRing R] (i j : ℕ) (a b : R) (k : ℕ) :
    ((X + C a) ^ i * (X + C b) ^ j : R[X]).coeff k = prodCoeff i j a b k := by
  have hC : ∀ n, prodCoeff i j (C a) (C b) n = C (prodCoeff i j a b n) := by
    intro n
    simp only [prodCoeff, map_sum]
    refine Finset.sum_congr rfl fun s _ => Finset.sum_congr rfl fun t _ => ?_
    split_ifs <;> simp
  rw [add_pow_mul_add_pow, finsetSum_coeff]
  simp only [hC, coeff_C_mul_X_pow, Finset.sum_ite_eq]
  split_ifs with h
  · rfl
  · -- beyond the total degree no pair `s, t` contributes
    rw [Finset.mem_range] at h
    symm
    refine Finset.sum_eq_zero fun s hs => Finset.sum_eq_zero fun t ht => ?_
    rw [Finset.mem_range] at hs ht
    exact if_neg (by omega)

/-- The recurrence that raises the power `i` on the first centre by one, for the lowest
coefficient and for all higher ones. -/
theorem prodCoeff_succ {R : Type*} [CommRing R] (i j : ℕ) (a b : R) :
    prodCoeff (i + 1) j a b 0 = a * prodCoeff i j a b 0 ∧
    ∀ k, prodCoeff (i + 1) j a b (k + 1) =
      prodCoeff i j a b k + a * prodCoeff i j a b (k + 1) := by
  -- one more factor `X + a` either shifts the power or multiplies by `a`
  have h : ((X + C a) ^ (i + 1) * (X + C b) ^ j : R[X]) =
      X * ((X + C a) ^ i * (X + C b) ^ j) + C a * ((X + C a) ^ i * (X + C b) ^ j) := by
    ring
  constructor
  · rw [← coeff_eq_prodCoeff, h, coeff_add, coeff_X_mul_zero, coeff_C_mul,
      coeff_eq_prodCoeff, zero_add]
  · intro k
    rw [← coeff_eq_prodCoeff, h, coeff_add, coeff_X_mul, coeff_C_mul,
      coeff_eq_prodCoeff, coeff_eq_prodCoeff]

/-- Completing the square in one coordinate, for exponents with `α + β ≠ 0`. -/
theorem complete_square {α β : ℝ} (h : α + β ≠ 0) (x a b : ℝ) :
    α * (x - a) ^ 2 + β * (x - b) ^ 2 =
      α * β / (α + β) * (a - b) ^ 2 + (α + β) * (x - center α β a b) ^ 2 := by
  unfold center
  field_simp
  ring

/-- Gaussian product theorem: if `α + β ≠ 0`, the product of two Cartesian Gaussians is a
finite linear combination of Cartesian Gaussians with exponent `α + β` at one common centre. -/
theorem gaussian_product {ι : Type*} [Fintype ι] [DecidableEq ι] {α β : ℝ}
    (h : α + β ≠ 0) (A B : ι → ℝ) (l m : ι → ℕ) (r : ι → ℝ) :
    cartGaussian α A l r * cartGaussian β B m r =
      Real.exp (-(α * β / (α + β)) * ∑ d, (A d - B d) ^ 2) *
        ∑ k ∈ Fintype.piFinset (fun d => Finset.range (l d + m d + 1)),
          (∏ d, prodCoeff (l d) (m d) (center α β (A d) (B d) - A d)
            (center α β (A d) (B d) - B d) (k d)) *
          cartGaussian (α + β) (fun d => center α β (A d) (B d)) k r := by
  -- the exponentials merge by completing the square in each coordinate
  have hexp : Real.exp (-α * ∑ d, (r d - A d) ^ 2) * Real.exp (-β * ∑ d, (r d - B d) ^ 2) =
      Real.exp (-(α * β / (α + β)) * ∑ d, (A d - B d) ^ 2) *
        Real.exp (-(α + β) * ∑ d, (r d - center α β (A d) (B d)) ^ 2) := by
    have hs : α * ∑ d, (r d - A d) ^ 2 + β * ∑ d, (r d - B d) ^ 2 =
        α * β / (α + β) * ∑ d, (A d - B d) ^ 2 +
          (α + β) * ∑ d, (r d - center α β (A d) (B d)) ^ 2 := by
      simp only [Finset.mul_sum, ← Finset.sum_add_distrib]
      exact Finset.sum_congr rfl fun d _ => complete_square h _ _ _
    rw [← Real.exp_add, ← Real.exp_add]
    congr 1
    linear_combination -hs
  -- the prefactors are re-expanded coordinate by coordinate
  have hpoly : (∏ d, (r d - A d) ^ l d) * (∏ d, (r d - B d) ^ m d) =
      ∑ k ∈ Fintype.piFinset (fun d => Finset.range (l d + m d + 1)),
        (∏ d, prodCoeff (l d) (m d) (center α β (A d) (B d) - A d)
          (center α β (A d) (B d) - B d) (k d)) *
        ∏ d, (r d - center α β (A d) (B d)) ^ k d := by
    rw [← Finset.prod_mul_distrib, Finset.prod_congr rfl (fun d _ =>
      prefactor_expansion (l d) (m d) (r d) (A d) (B d) (center α β (A d) (B d))),
      Finset.prod_univ_sum]
    exact Finset.sum_congr rfl fun k _ => Finset.prod_mul_distrib
  unfold cartGaussian
  rw [mul_mul_mul_comm, hpoly, hexp, Finset.sum_mul,
    Finset.mul_sum (s := Fintype.piFinset (fun d : ι => Finset.range (l d + m d + 1)))]
  refine Finset.sum_congr rfl fun k _ => ?_
  ring

/-- For `α + β > 0` the product of two one-dimensional s-type Gaussians is integrable, and
its integral is the overlap in closed form. -/
theorem s_overlap {α β : ℝ} (h : 0 < α + β) (a b : ℝ) :
    Integrable (fun x : ℝ => Real.exp (-α * (x - a) ^ 2) * Real.exp (-β * (x - b) ^ 2)) ∧
    ∫ x : ℝ, Real.exp (-α * (x - a) ^ 2) * Real.exp (-β * (x - b) ^ 2) =
      Real.exp (-(α * β / (α + β)) * (a - b) ^ 2) * Real.sqrt (Real.pi / (α + β)) := by
  have hf : (fun x : ℝ => Real.exp (-α * (x - a) ^ 2) * Real.exp (-β * (x - b) ^ 2)) =
      fun x => Real.exp (-(α * β / (α + β)) * (a - b) ^ 2) *
        Real.exp (-(α + β) * (x - center α β a b) ^ 2) := by
    funext x
    rw [← Real.exp_add, ← Real.exp_add]
    congr 1
    linear_combination -(complete_square h.ne' x a b)
  -- translation to the common centre leaves the standard Gaussian integral
  have hg : ∫ x : ℝ, Real.exp (-(α + β) * (x - center α β a b) ^ 2) =
      Real.sqrt (Real.pi / (α + β)) :=
    (integral_sub_right_eq_self (μ := volume)
      (fun x : ℝ => Real.exp (-(α + β) * x ^ 2)) (center α β a b)).trans (integral_gaussian _)
  rw [hf]
  constructor
  · exact ((integrable_exp_neg_mul_sq h).comp_sub_right (center α β a b)).const_mul _
  · rw [integral_const_mul, hg]

end

end GaussianProduct
```

```lean
#print axioms GaussianProduct.prodCoeff_succ
#print axioms GaussianProduct.gaussian_product
#print axioms GaussianProduct.s_overlap
```

```
'GaussianProduct.prodCoeff_succ' depends on axioms: [propext, Classical.choice, Quot.sound]
'GaussianProduct.gaussian_product' depends on axioms: [propext, Classical.choice, Quot.sound]
'GaussianProduct.s_overlap' depends on axioms: [propext, Classical.choice, Quot.sound]
```

## From two centres to one

The theorem `gaussian_product` says that, at every point $r$,

$$g_{\alpha,A,l}(r)\,g_{\beta,B,m}(r)=K\sum_k\Big(\prod_d f_{k_d}\Big)\,g_{\alpha+\beta,P,k}(r),\qquad K=e^{-\frac{\alpha\beta}{\alpha+\beta}\sum_d(A_d-B_d)^2}.$$

Here $g$ is `cartGaussian`, and $k$ runs over all lists of powers with $0\le k_d\le l_d+m_d$, which is the set `Fintype.piFinset` in the code. The number $f_{k_d}$ is `prodCoeff` with powers $l_d,m_d$ and shifts $P_d-A_d$, $P_d-B_d$. In general, for powers $i,j$ and shifts $a,b$,

$$f_k=\sum_{\substack{0\le s\le i,\;0\le t\le j\\ s+t=k}}\binom is\binom jt a^{i-s}b^{j-t}.$$

The type `ι` labels the coordinates, so three-dimensional space is `ι = Fin 3`. The function `center` gives one coordinate of $P$; in `center`, `complete_square` and `s_overlap` the letters `a` and `b` are the centres themselves, not shifts.

In electronic structure calculations with Gaussian basis sets, this identity turns a two-centre product of real Cartesian primitives, whose exponential factors are isotropic, into one-centre terms, which simplifies integrals over such products. Basis functions have positive exponents, but the pointwise identity needs only $\alpha+\beta\neq0$. If $\beta=-\alpha$, the quadratic terms in the exponent cancel and no weighted centre exists. Normalisation constants multiply both sides.

The only integral evaluated is the one-dimensional overlap of two s-type functions, in `s_overlap`. Integrals with higher powers or with Coulomb operators are not treated.

## Re-expanding the polynomial prefactors

This part is pure algebra and holds in any commutative ring. Put $y=x-P$, $a=P-A$ and $b=P-B$, so that $x-A=y+a$ and $x-B=y+b$. The binomial theorem gives

$$(y+a)^i(y+b)^j=\sum_{s=0}^{i}\sum_{t=0}^{j}\binom is\binom jt a^{i-s}b^{j-t}\,y^{s+t}.$$

Each pair $(s,t)$ has exactly one total power $k=s+t$, and $0\le k\le i+j$. Collecting equal powers yields

$$(x-A)^i(x-B)^j=\sum_{k=0}^{i+j}f_k\,(x-P)^k .$$

In `add_pow_mul_add_pow` the collection runs backwards: `Finset.sum_comm` moves the sum over $k$ inside, and `Finset.sum_eq_single` keeps its only non-zero term, $k=s+t$. Then `prefactor_expansion` substitutes the shifts. The point $P$ is arbitrary here.

The signs of the shifts are quickly reversed. With $A-P$ and $B-P$ in place of $P-A$ and $P-B$, each $f_k$ picks up a factor $(-1)^{i+j-k}$. The highest coefficient is unaffected, so a test with s-type functions alone would not reveal the error.

## A recurrence for the coefficients

Let $F=(X+a)^i(X+b)^j$ be a polynomial in the formal variable $X$. By the expansion above, its coefficient of $X^k$ is $f_k$, which vanishes for $k>i+j$. One more factor $X+a$ gives $(X+a)F=XF+aF$, and comparing coefficients gives

$$f_0^{(i+1)}=a f_0^{(i)},\qquad f_{k+1}^{(i+1)}=f_k^{(i)}+a f_{k+1}^{(i)} .$$

The superscript is the power on the first centre. These are the two statements of `prodCoeff_succ`.

The formal variable matters because, over a general ring, the values of a polynomial need not determine its coefficients: $y^2$ and $y$ agree at every element of the integers modulo 2. For this reason `coeff_eq_prodCoeff` applies the expansion in the polynomial ring itself, with $y=X$.

## Merging the exponentials

In one coordinate, with centres $a,b$ and $p=\alpha+\beta$, let $P=(\alpha a+\beta b)/p$. Then

$$\alpha(x-a)^2+\beta(x-b)^2=p x^2-2pPx+\alpha a^2+\beta b^2=p(x-P)^2+\alpha a^2+\beta b^2-pP^2 .$$

The constant left over is

$$\frac{(\alpha+\beta)(\alpha a^2+\beta b^2)-(\alpha a+\beta b)^2}{p}=\frac{\alpha\beta}{p}(a-b)^2 .$$

This is `complete_square`, where `field_simp` clears the denominator and `ring` checks the remaining identity.

In `gaussian_product`, the step `hexp` sums this over the coordinates and exponentiates, which gives $K$ times the Gaussian exponential at $P$. The step `hpoly` expands the prefactor in each coordinate and multiplies out:

$$\prod_d\sum_{k_d=0}^{l_d+m_d} f_{k_d}(r_d-P_d)^{k_d}=\sum_k\prod_d f_{k_d}(r_d-P_d)^{k_d}.$$

The lemma `Finset.prod_univ_sum` performs this exchange of product and sum. Multiplying the two results proves the theorem.

## The s-type overlap and coincident centres

With all powers zero, only $k=0$ remains and its coefficient is 1. In one dimension and for $p>0$, translating $x$ by $P$ leaves the standard Gaussian integral, so

$$\int_{-\infty}^{\infty} e^{-\alpha(x-a)^2}e^{-\beta(x-b)^2}\,dx=e^{-\frac{\alpha\beta}{p}(a-b)^2}\sqrt{\frac{\pi}{p}} .$$

The theorem `s_overlap` also proves that the integrand is integrable. For $\alpha,\beta>0$, normalising both functions replaces $\sqrt{\pi/p}$ by $\sqrt{2\sqrt{\alpha\beta}/p}$, which equals 1 when $\alpha=\beta$.

When the centres coincide, $A=B=P$, and both shifts vanish in every coordinate. Then $K=1$ and only the term with $k_d=l_d+m_d$ survives, with coefficient 1: the powers add and the exponents add.
